# The WKB action at all energies determines the widths of a finite-width well bounded below, but not its shape

Anyone who fits a potential to WKB levels and takes the fitted shape as the only one possible can put both turning points in the wrong place, because a parabola sheared to one side has the same action at every energy as the symmetric one. For a one-dimensional well that is bounded below and has finite width at every height, the action at all energies fixes those widths and leaves the rest of the shape open.

```lean
import Mathlib

open MeasureTheory Set
open ENNReal (ofReal)
open scoped ENNReal

namespace InverseWKB

noncomputable section

/-- The width of the well `V` at height `v`: the total length of the region where `V < v`. -/
def wellWidth (V : ℝ → ℝ) (v : ℝ) : ℝ≥0∞ := volume {x | V x < v}

/-- The WKB action at energy `E`: the integral of the classical momentum over the allowed
region, with the value `∞` if it diverges. -/
def wkbAction (m : ℝ) (V : ℝ → ℝ) (E : ℝ) : ℝ≥0∞ :=
  ∫⁻ x, ofReal (√(2 * m * max (E - V x) 0))

/-- The area enclosed between the potential and the horizontal line at energy `E`. -/
def wellArea (V : ℝ → ℝ) (E : ℝ) : ℝ≥0∞ := ∫⁻ x, ofReal (E - V x)

/-- For `|s| < 1`, the parabola `x²` with its left branch scaled horizontally by `1 - s` and its
right branch by `1 + s`. -/
def shearedWell (s x : ℝ) : ℝ := if x < 0 then (x / (1 - s)) ^ 2 else (x / (1 + s)) ^ 2

/-- A bounded quantity that vanishes outside the allowed region of a well of finite width
has a finite integral. -/
theorem lintegral_lt_top_of_well {V : ℝ → ℝ} (hV : Measurable V) {E : ℝ}
    (hfin : wellWidth V E ≠ ∞) {f : ℝ → ℝ≥0∞} {C : ℝ≥0∞} (hC : C ≠ ∞)
    (hf : ∀ x, f x ≤ C) (h0 : ∀ x, E ≤ V x → f x = 0) : ∫⁻ x, f x < ∞ := by
  calc ∫⁻ x, f x ≤ ∫⁻ x, indicator {x | V x < E} (fun _ => C) x := by
        refine lintegral_mono fun x => ?_
        by_cases h : V x < E
        · simpa [indicator, h] using hf x
        · simp [h0 x (not_lt.1 h)]
    _ = C * wellWidth V E :=
        lintegral_indicator_const (measurableSet_lt hV measurable_const) C
    _ < ∞ := ENNReal.mul_lt_top hC.lt_top hfin.lt_top

/-- Two potentials with equal finite widths at every height have the same WKB action at
every energy. -/
theorem wkbAction_eq_of_width_eq {V₁ V₂ : ℝ → ℝ} (h₁ : Measurable V₁) (h₂ : Measurable V₂)
    (hfin : ∀ v, wellWidth V₁ v ≠ ∞) (hw : ∀ v, wellWidth V₁ v = wellWidth V₂ v)
    (m E : ℝ) : wkbAction m V₁ E = wkbAction m V₂ E := by
  have e : ∀ V : ℝ → ℝ, Measurable V → ∀ v,
      Measure.map V volume (Iio v) = wellWidth V v := fun V hV v =>
    Measure.map_apply hV measurableSet_Iio
  have d : ∀ V : ℝ → ℝ, Measurable V → (∀ v, wellWidth V v ≠ ∞) → ∀ a b, a < b →
      Measure.map V volume (Ico a b) = wellWidth V b - wellWidth V a := by
    intro V hV hf a b hab
    have hset : Ico a b = Iio b \ Iio a := by
      ext x
      simp
    rw [hset, measure_sdiff (Iio_subset_Iio hab.le) measurableSet_Iio.nullMeasurableSet
      (by rw [e V hV]; exact hf a), e V hV, e V hV]
  -- the values of the two potentials are distributed in the same way
  have hmap : Measure.map V₁ volume = Measure.map V₂ volume := by
    refine Measure.ext_of_Ico' _ _ (fun a b hab => ?_) (fun a b hab => ?_)
    · rw [d V₁ h₁ hfin a b hab]
      exact ne_top_of_le_ne_top (hfin b) tsub_le_self
    · rw [d V₁ h₁ hfin a b hab, d V₂ h₂ (fun v => hw v ▸ hfin v) a b hab, hw, hw]
  have hg : Measurable fun v : ℝ => ofReal (√(2 * m * max (E - v) 0)) :=
    Measurable.ennreal_ofReal (Continuous.measurable (by fun_prop))
  calc wkbAction m V₁ E = ∫⁻ v, ofReal (√(2 * m * max (E - v) 0)) ∂(Measure.map V₁ volume) :=
        (lintegral_map hg h₁).symm
    _ = ∫⁻ v, ofReal (√(2 * m * max (E - v) 0)) ∂(Measure.map V₂ volume) := by rw [hmap]
    _ = wkbAction m V₂ E := lintegral_map hg h₂

/-- If two potentials have equal finite widths at every height and the first is bounded below, both
momenta are integrable and their ordinary integrals agree. -/
theorem integral_momentum_eq {V₁ V₂ : ℝ → ℝ} (h₁ : Measurable V₁) (h₂ : Measurable V₂)
    (hb : BddBelow (range V₁)) (hfin : ∀ v, wellWidth V₁ v ≠ ∞)
    (hw : ∀ v, wellWidth V₁ v = wellWidth V₂ v) (m E : ℝ) :
    Integrable (fun x => √(2 * m * max (E - V₁ x) 0)) ∧
    Integrable (fun x => √(2 * m * max (E - V₂ x) 0)) ∧
    ∫ x, √(2 * m * max (E - V₁ x) 0) = ∫ x, √(2 * m * max (E - V₂ x) 0) := by
  obtain ⟨b, hb⟩ := hb
  have hA := wkbAction_eq_of_width_eq h₁ h₂ hfin hw m E
  have hm : ∀ V : ℝ → ℝ, Measurable V →
      AEStronglyMeasurable (fun x => √(2 * m * max (E - V x) 0)) volume := fun V hV =>
    (((measurable_const.sub hV).max measurable_const).const_mul _).sqrt.aestronglyMeasurable
  have hn : ∀ V : ℝ → ℝ, 0 ≤ᵐ[volume] fun x => √(2 * m * max (E - V x) 0) := fun V =>
    ae_of_all _ fun x => Real.sqrt_nonneg _
  have ht : wkbAction m V₁ E ≠ ∞ := by
    refine (lintegral_lt_top_of_well h₁ (hfin E)
      (C := ofReal (√(|2 * m| * max (E - b) 0))) ENNReal.ofReal_ne_top
      (fun x => ?_) (fun x hx => ?_)).ne
    · have hx : b ≤ V₁ x := hb (mem_range_self x)
      exact ENNReal.ofReal_le_ofReal (Real.sqrt_le_sqrt (mul_le_mul (le_abs_self _)
        (max_le_max (by linarith) le_rfl) (le_max_right _ _) (abs_nonneg _)))
    · rw [max_eq_right (by linarith)]
      simp
  refine ⟨(lintegral_ofReal_ne_top_iff_integrable (hm V₁ h₁) (hn V₁)).1 ht,
    (lintegral_ofReal_ne_top_iff_integrable (hm V₂ h₂) (hn V₂)).1
      (show wkbAction m V₂ E ≠ ∞ from hA ▸ ht), ?_⟩
  rw [integral_eq_lintegral_of_nonneg_ae (hn V₁) (hm V₁ h₁),
    integral_eq_lintegral_of_nonneg_ae (hn V₂) (hm V₂ h₂)]
  exact congrArg ENNReal.toReal hA

/-- The area under the half circle `√(r - q²)` is `π r / 2`, and zero for negative `r`. -/
theorem half_disc (r : ℝ) :
    ∫⁻ q : ℝ, ofReal (√(r - q ^ 2)) = ofReal (Real.pi / 2) * ofReal r := by
  have unit : ∫⁻ q : ℝ, ofReal (√(1 - q ^ 2)) = ofReal (Real.pi / 2) := by
    have hi : Integrable (fun q : ℝ => √(1 - q ^ 2)) (volume.restrict (Ioc (-1) 1)) :=
      Continuous.integrableOn_Ioc (by fun_prop)
    rw [← integral_sqrt_one_sub_sq, intervalIntegral.integral_of_le (by norm_num),
      ofReal_integral_eq_lintegral_ofReal hi (ae_of_all _ fun q => Real.sqrt_nonneg _),
      ← lintegral_indicator measurableSet_Ioc]
    refine lintegral_congr fun q => ?_
    by_cases hq : q ∈ Ioc (-1 : ℝ) 1
    · rw [indicator_of_mem hq]
    · have h : 1 - q ^ 2 ≤ 0 := by
        by_contra hc
        exact hq ⟨by nlinarith, by nlinarith⟩
      rw [indicator_of_notMem hq, Real.sqrt_eq_zero_of_nonpos h, ENNReal.ofReal_zero]
  rcases le_or_gt r 0 with hr | hr
  · have h : ∀ q : ℝ, √(r - q ^ 2) = 0 := fun q =>
      Real.sqrt_eq_zero_of_nonpos (by nlinarith [sq_nonneg q])
    simp [h, ENNReal.ofReal_of_nonpos hr]
  · -- rescale `q` by the radius `√r`
    have hg : Measurable fun q : ℝ => ofReal (√(r - q ^ 2)) :=
      Measurable.ennreal_ofReal (Continuous.measurable (by fun_prop))
    have hs : ∀ q : ℝ, ofReal (√(r - (√r * q) ^ 2)) = ofReal (√r) * ofReal (√(1 - q ^ 2)) := by
      intro q
      rw [← ENNReal.ofReal_mul (Real.sqrt_nonneg _), ← Real.sqrt_mul hr.le, mul_pow,
        Real.sq_sqrt hr.le, mul_sub, mul_one]
    conv_lhs => rw [← Real.smul_map_volume_mul_left (Real.sqrt_pos.2 hr).ne']
    rw [lintegral_smul_measure, lintegral_map hg (measurable_const_mul _), smul_eq_mul]
    simp only [hs]
    rw [lintegral_const_mul' _ _ ENNReal.ofReal_ne_top, unit, ← mul_assoc,
      abs_of_nonneg (Real.sqrt_nonneg _), ← ENNReal.ofReal_mul (Real.sqrt_nonneg _),
      Real.mul_self_sqrt hr.le, mul_comm]

/-- Abel inversion: integrating the action over the energies `E - q²` recovers the area
between the potential and the energy line. -/
theorem wellArea_eq_abel {m : ℝ} (hm : 0 < m) {V : ℝ → ℝ} (hV : Measurable V) (E : ℝ) :
    wellArea V E = (ofReal (√(2 * m) * (Real.pi / 2)))⁻¹ *
      ∫⁻ q : ℝ, wkbAction m V (E - q ^ 2) := by
  have hs : ∀ q x : ℝ, ofReal (√(2 * m * max (E - q ^ 2 - V x) 0)) =
      ofReal (√(2 * m)) * ofReal (√(E - V x - q ^ 2)) := by
    intro q x
    rw [Real.sqrt_mul (by positivity), ENNReal.ofReal_mul (Real.sqrt_nonneg _),
      show E - V x - q ^ 2 = E - q ^ 2 - V x by ring]
    rcases le_total (E - q ^ 2 - V x) 0 with h | h
    · rw [max_eq_right h, Real.sqrt_zero, Real.sqrt_eq_zero_of_nonpos h]
    · rw [max_eq_left h]
  have hmeas : Measurable (Function.uncurry fun q x : ℝ =>
      ofReal (√(2 * m)) * ofReal (√(E - V x - q ^ 2))) :=
    ((((measurable_const.sub (hV.comp measurable_snd)).sub
      (measurable_fst.pow_const 2)).sqrt).ennreal_ofReal).const_mul _
  have key : ∫⁻ q : ℝ, wkbAction m V (E - q ^ 2) =
      ofReal (√(2 * m) * (Real.pi / 2)) * wellArea V E := by
    simp only [wkbAction, wellArea, hs]
    -- exchange the integrals and use the area of the half disc
    rw [lintegral_lintegral_swap hmeas.aemeasurable,
      ← lintegral_const_mul' _ _ ENNReal.ofReal_ne_top]
    refine lintegral_congr fun x => ?_
    rw [lintegral_const_mul' _ _ ENNReal.ofReal_ne_top, half_disc,
      ENNReal.ofReal_mul (Real.sqrt_nonneg _), mul_assoc]
  have hpos : 0 < √(2 * m) * (Real.pi / 2) :=
    mul_pos (Real.sqrt_pos.2 (by linarith)) (by linarith [Real.pi_pos])
  rw [key, ← mul_assoc, ENNReal.inv_mul_cancel (ENNReal.ofReal_pos.2 hpos).ne'
    ENNReal.ofReal_ne_top, one_mul]

/-- Raising the energy line from `w` to `v` adds an area between `(v - w)` times the width
at `w` and `(v - w)` times the width at `v`. -/
theorem wellArea_bounds {V : ℝ → ℝ} (hV : Measurable V) {w v : ℝ} (h : w ≤ v) :
    wellArea V w + ofReal (v - w) * wellWidth V w ≤ wellArea V v ∧
    wellArea V v ≤ wellArea V w + ofReal (v - w) * wellWidth V v := by
  have hi : ∀ u, wellArea V w + ofReal (v - w) * wellWidth V u =
      ∫⁻ x, (ofReal (w - V x) + indicator {x | V x < u} (fun _ => ofReal (v - w)) x) := by
    intro u
    have hg : Measurable fun x => ofReal (w - V x) :=
      (measurable_const.sub hV).ennreal_ofReal
    rw [lintegral_add_left hg,
      lintegral_indicator_const (measurableSet_lt hV measurable_const)]
    rfl
  rw [hi, hi]
  constructor
  · refine lintegral_mono fun x => ?_
    by_cases hx : V x < w
    · simp only [indicator, mem_ofPred_eq, if_pos hx]
      rw [← ENNReal.ofReal_add (by linarith) (by linarith)]
      exact ENNReal.ofReal_le_ofReal (by linarith)
    · simp only [indicator, mem_ofPred_eq, if_neg hx, add_zero]
      exact ENNReal.ofReal_le_ofReal (by linarith)
  · refine lintegral_mono fun x => ?_
    by_cases hx : V x < v
    · simp only [indicator, mem_ofPred_eq, if_pos hx]
      exact (ENNReal.ofReal_le_ofReal (by linarith)).trans ENNReal.ofReal_add_le
    · simp only [ENNReal.ofReal_of_nonpos (show v - V x ≤ 0 by linarith [not_lt.1 hx])]
      exact zero_le

/-- If two wells enclose the same finite area at every energy, the first is nowhere wider
than the second. -/
theorem width_le_of_area_eq {V₁ V₂ : ℝ → ℝ} (h₁ : Measurable V₁) (h₂ : Measurable V₂)
    (hfin : ∀ E, wellArea V₁ E ≠ ∞) (hB : ∀ E, wellArea V₁ E = wellArea V₂ E) (v : ℝ) :
    wellWidth V₁ v ≤ wellWidth V₂ v := by
  have step : ∀ w, w < v → wellWidth V₁ w ≤ wellWidth V₂ v := by
    intro w hwv
    have h := (wellArea_bounds h₁ hwv.le).1.trans
      ((hB v).le.trans (wellArea_bounds h₂ hwv.le).2)
    rw [← hB w] at h
    have h' := ENNReal.le_of_add_le_add_left (hfin w) h
    have hc : (ofReal (v - w))⁻¹ * ofReal (v - w) = 1 :=
      ENNReal.inv_mul_cancel (ENNReal.ofReal_pos.2 (sub_pos.2 hwv)).ne' ENNReal.ofReal_ne_top
    have h'' := mul_le_mul' (le_refl (ofReal (v - w))⁻¹) h'
    rwa [← mul_assoc, ← mul_assoc, hc, one_mul, one_mul] at h''
  -- exhaust the region below `v` by the regions below `v - 1/(n+1)`
  have hU : {x | V₁ x < v} = ⋃ n : ℕ, {x | V₁ x < v - 1 / ((n : ℝ) + 1)} := by
    ext x
    simp only [mem_ofPred_eq, mem_iUnion]
    constructor
    · intro hx
      obtain ⟨n, hn⟩ := exists_nat_one_div_lt (sub_pos.2 hx)
      exact ⟨n, by linarith⟩
    · rintro ⟨n, hn⟩
      have : 0 < 1 / ((n : ℝ) + 1) := by positivity
      linarith
  have hmono : Monotone fun n : ℕ => {x | V₁ x < v - 1 / ((n : ℝ) + 1)} := by
    intro i j hij x hx
    have hle : 1 / ((j : ℝ) + 1) ≤ 1 / ((i : ℝ) + 1) := Nat.one_div_le_one_div hij
    simp only [mem_ofPred_eq] at hx ⊢
    linarith
  unfold wellWidth
  rw [hU, hmono.measure_iUnion]
  refine iSup_le fun n => step _ ?_
  have : 0 < 1 / ((n : ℝ) + 1) := by positivity
  linarith

/-- For a well bounded below and of finite widths, another potential has the same WKB action
at every energy if and only if it has the same width at every height. -/
theorem wkbAction_eq_iff_width_eq {m : ℝ} (hm : 0 < m) {V₁ V₂ : ℝ → ℝ}
    (h₁ : Measurable V₁) (h₂ : Measurable V₂) (hb : BddBelow (range V₁))
    (hfin : ∀ v, wellWidth V₁ v ≠ ∞) :
    (∀ E, wkbAction m V₁ E = wkbAction m V₂ E) ↔
      ∀ v, wellWidth V₁ v = wellWidth V₂ v := by
  refine ⟨fun hA => ?_, fun hw => wkbAction_eq_of_width_eq h₁ h₂ hfin hw m⟩
  obtain ⟨b, hb⟩ := hb
  have hB : ∀ E, wellArea V₁ E = wellArea V₂ E := fun E => by
    rw [wellArea_eq_abel hm h₁, wellArea_eq_abel hm h₂]
    simp only [hA]
  have hf : ∀ E, wellArea V₁ E ≠ ∞ := fun E =>
    (lintegral_lt_top_of_well h₁ (hfin E) (C := ofReal (E - b)) ENNReal.ofReal_ne_top
      (fun x => ENNReal.ofReal_le_ofReal (sub_le_sub_left (hb (mem_range_self x)) E))
      (fun x hx => ENNReal.ofReal_of_nonpos (sub_nonpos.2 hx))).ne
  exact fun v => le_antisymm (width_le_of_area_eq h₁ h₂ hf hB v)
    (width_le_of_area_eq h₂ h₁ (fun E => hB E ▸ hf E) (fun E => (hB E).symm) v)

/-- For every `s` with `|s| < 1`, the sheared parabola has width `2√v` at height `v`, read as zero
for negative `v`. -/
theorem shearedWell_width {s : ℝ} (hs : |s| < 1) (v : ℝ) :
    wellWidth (shearedWell s) v = ofReal (2 * √v) := by
  obtain ⟨hl, hr⟩ := abs_lt.1 hs
  have h1 : 0 < 1 - s := by linarith
  have h2 : 0 < 1 + s := by linarith
  have hp := Real.sqrt_nonneg v
  have hset : {x | shearedWell s x < v} = Ioo (-(√v * (1 - s))) (√v * (1 + s)) := by
    ext x
    by_cases hx : x < 0
    · have e : (x / (1 - s)) ^ 2 < v ↔ -x < √v * (1 - s) := by
        rw [← div_lt_iff₀ h1, Real.lt_sqrt (div_nonneg (by linarith) h1.le), neg_div, neg_sq]
      simp only [mem_ofPred_eq, mem_Ioo, shearedWell, if_pos hx, e]
      have := mul_nonneg hp h2.le
      exact ⟨fun h => ⟨by linarith, by linarith⟩, fun h => by linarith [h.1]⟩
    · have e : (x / (1 + s)) ^ 2 < v ↔ x < √v * (1 + s) := by
        rw [← div_lt_iff₀ h2, Real.lt_sqrt (div_nonneg (not_lt.1 hx) h2.le)]
      simp only [mem_ofPred_eq, mem_Ioo, shearedWell, if_neg hx, e]
      refine ⟨fun h => ⟨?_, h⟩, fun h => h.2⟩
      have hpos : 0 < √v := hp.lt_of_ne fun h0 => by
        rw [← h0] at h
        linarith
      linarith [mul_pos hpos h1]
  rw [wellWidth, hset, Real.volume_Ioo]
  congr 1
  ring

/-- Every sheared parabola with `|s| < 1` has the same WKB action as the symmetric parabola `x²`, at
every energy. -/
theorem shearedWell_action {s : ℝ} (hs : |s| < 1) (m E : ℝ) :
    wkbAction m (shearedWell s) E = wkbAction m (fun x => x ^ 2) E := by
  have hmeas : ∀ t, Measurable (shearedWell t) := fun t =>
    Measurable.ite measurableSet_Iio ((measurable_id.div_const _).pow_const 2)
      ((measurable_id.div_const _).pow_const 2)
  have h0 : shearedWell 0 = fun x => x ^ 2 := by
    ext x
    simp [shearedWell]
  rw [← h0]
  refine wkbAction_eq_of_width_eq (hmeas s) (hmeas 0) (fun v => ?_) (fun v => ?_) m E
  · rw [shearedWell_width hs]
    exact ENNReal.ofReal_ne_top
  · rw [shearedWell_width hs, shearedWell_width (by simp)]

end

end InverseWKB
```

```lean
#print axioms InverseWKB.integral_momentum_eq
#print axioms InverseWKB.wkbAction_eq_iff_width_eq
#print axioms InverseWKB.shearedWell_action
```

```
'InverseWKB.integral_momentum_eq' depends on axioms: [propext, Classical.choice, Quot.sound]
'InverseWKB.wkbAction_eq_iff_width_eq' depends on axioms: [propext, Classical.choice, Quot.sound]
'InverseWKB.shearedWell_action' depends on axioms: [propext, Classical.choice, Quot.sound]
```

For a particle of mass m in a potential V, write L(v) for the total length of the region where V < v, and

S(E) = ∫ √(2m max(E − V(x), 0)) dx

for the action, the integral of the classical momentum over the allowed region. In the file these are `wellWidth` and `wkbAction`. Both take values in [0, ∞], so a divergent action is recorded as infinite.

The main theorem, `wkbAction_eq_iff_width_eq`, takes m > 0 and two measurable potentials, which includes all continuous ones. The first is bounded below and has finite widths. Then S₁(E) = S₂(E) for every real E if and only if L₁(v) = L₂(v) for every real v.

For a single well, the Bohr–Sommerfeld rule S(E) = πħ(n + ½) turns equal actions into equal WKB levels, so a fit to these levels alone cannot tell single wells of equal widths apart. The quantisation rule is not part of the file, and exact Schrödinger levels may differ between such wells. The converse uses the action at all energies, whereas a discrete spectrum at fixed ħ gives it only at the levels.

**From widths to action.** The length of the region where a ≤ V < b is L(b) − L(a), which makes sense because the widths are finite. Equal widths therefore mean that the values of V₁ and V₂ are distributed over the line in the same way. The integrand of S depends on x only through V(x), so the actions agree. In `wkbAction_eq_of_width_eq` this distribution is `Measure.map V volume`; the two are compared on half-open intervals, and `lintegral_map` rewrites each action as an integral over potential values.

**From action to area.** The converse goes through the area between the potential and the energy line, `wellArea`:

B(E) = ∫ max(E − V(x), 0) dx.

For r > 0, substituting q = √r u gives the area of a half disc (`half_disc`):

∫ √(max(r − q², 0)) dq = r ∫ √(max(1 − u², 0)) du = πr/2.

For r ≤ 0 the integral is zero. Now integrate the action over the energies E − q². The integrand is non-negative, so the order of integration may be exchanged, and r = E − V(x) gives

∫ S(E − q²) dq = √(2m) ∫∫ √(max(E − V(x) − q², 0)) dq dx = √(2m) (π/2) B(E).

This is the Abel inversion in `wellArea_eq_abel`. Equal actions thus give equal areas.

**From area to widths.** Raise the energy line from w to v, with w < v. The added height is v − w where V < w, between 0 and v − w where w ≤ V < v, and zero elsewhere. When the areas are finite, `wellArea_bounds` therefore says

(v − w) L(w) ≤ B(v) − B(w) ≤ (v − w) L(v).

They are finite here: if V₁ ≥ b, then B₁(E) ≤ (E − b) L₁(E) for E ≥ b, and B₁(E) = 0 below b. Since B₁ = B₂, the lower bound for V₁ and the upper bound for V₂ combine to

(v − w) L₁(w) ≤ (v − w) L₂(v),

so L₁(w) ≤ L₂(v). Taking w = v − 1/(n+1), the regions where V₁ < w grow to fill the region where V₁ < v, and L₁(v) ≤ L₂(v) follows. This is `width_le_of_area_eq`; exchanging the potentials gives equality.

**A sheared parabola.** For |s| < 1, `shearedWell s` has turning points −(1 − s)√v and (1 + s)√v at height v > 0. Their distance is 2√v for every s, so by `shearedWell_action` its action is that of x². Take s = ½, m = ½ and E = 4. The symmetric well has turning points −2 and 2, and its action is the area of a half disc of radius 2, which is 2π. The sheared well has turning points −1 and 3. Its left branch is compressed by ½ and its right branch stretched by 3/2, so its action is

½ · π + (3/2) · π = 2π.

**Finite widths do not ensure a finite action.** A potential that otherwise rises to infinity on both sides can have downward spikes at x = n = 1, 2, … that reach down to about −n² and have width about 1/n². The widths add up to a finite length, but the action contributions are of order 1/n and diverge. Lean's ordinary integral would return 0 here, and an equality between two such integrals would say nothing. `integral_momentum_eq` therefore assumes that V₁ is bounded below, and proves that both momenta are integrable along with the equality of their integrals.
